# A shared Hermitian error changes a difference of ground energies by at most its eigenvalue spread

Q: I compute the ground energy of a molecule in one fixed, finite, orthonormal basis at two strengths of an external field, and I subtract. The field-free part of my Hamiltonian is approximate, and I count on its error largely dropping out of the difference. How much of it can survive?

A: At most the largest minus the smallest eigenvalue of the error. Let \(A\) and \(B\) be the exact Hamiltonian matrices at the two field strengths, and let \(F\) be the common error, so that you diagonalise \(A+F\) and \(B+F\). All three are Hermitian. Write \(E_0(M)\) and \(E_{\max}(M)\) for the lowest and highest eigenvalues of a Hermitian matrix \(M\).

The first ingredient is the variational principle. Expand a unit vector \(x=\sum_i c_i e_i\) in orthonormal eigenvectors of \(M\), with eigenvalues \(\mu_i\). Since \(\sum_i|c_i|^2=1\),

\[
E_0(M)\le \langle x|M|x\rangle=\sum_i \mu_i|c_i|^2\le E_{\max}(M).
\]

Now take a normalised ground state \(v\) of \(A+F\):

\[
E_0(A+F)=\langle v|A|v\rangle+\langle v|F|v\rangle\ge E_0(A)+E_0(F).
\]

A normalised ground state \(u\) of \(A\), used as a trial state for \(A+F\), gives the other side:

\[
E_0(A+F)\le\langle u|A|u\rangle+\langle u|F|u\rangle\le E_0(A)+E_{\max}(F).
\]

So the shift \(d_A=E_0(A+F)-E_0(A)\) lies between \(E_0(F)\) and \(E_{\max}(F)\). The same argument puts \(d_B=E_0(B+F)-E_0(B)\) in the same interval. The error in your energy difference is

\[
\bigl(E_0(A+F)-E_0(B+F)\bigr)-\bigl(E_0(A)-E_0(B)\bigr)=d_A-d_B,
\]

and two numbers in one interval differ by at most its length, \(E_{\max}(F)-E_0(F)\).

Q: What if part of the error is only a misplaced zero of energy?

A: That part cancels exactly. If \(Mv=\mu v\), then \((M+c\,\mathbb 1)v=(\mu+c)v\), so every eigenvalue moves by \(c\), and so does \(E_0\). Replacing \(F\) by \(F+c\,\mathbb 1\) raises both approximate ground energies by \(c\), and the subtraction removes it. In a one-dimensional space every error is of this kind, and the bound is zero.

Q: Then show me what the Lean file means by these words. Which space do the matrices act on?

A: The type `n` labels the basis states and is finite. The matrices have complex entries.

```lean
import Mathlib

open Matrix
open scoped ComplexOrder

namespace CommonErrorCancellation

noncomputable section

variable {n : Type*} [Fintype n] [DecidableEq n]
```

An energy level is a real number with a nonzero eigenvector. This is the ordinary eigenvalue problem, without an overlap matrix, as is right for your orthonormal basis.

```lean
/-- The energy levels of a matrix: the real numbers `μ` with `A v = μ v` for a nonzero `v`. -/
def levels (A : Matrix n n ℂ) : Set ℝ :=
  {μ | ∃ v : n → ℂ, v ≠ 0 ∧ A *ᵥ v = (μ : ℂ) • v}
```

Q: And the ground energy is simply the lowest of these?

A: It is defined as their infimum, and the top energy as their supremum. An infimum need not be a level in general, so a theorem further on shows that both extremes are attained for Hermitian matrices.

```lean
/-- The ground energy `E0(A)`, the infimum of the energy levels. -/
def groundEnergy (A : Matrix n n ℂ) : ℝ := sInf (levels A)

/-- The top energy, the supremum of the energy levels. -/
def topEnergy (A : Matrix n n ℂ) : ℝ := sSup (levels A)
```

Q: My expectation values are for normalised states. Are these?

A: No. The file works with unnormalised vectors, so the physical expectation value of a nonzero state `x` is `expect A x / weight x`. Taking the real part loses nothing for a Hermitian matrix, whose \(\langle x|A|x\rangle\) is real.

```lean
/-- The real part of `⟨x|A|x⟩` for a state `x` that need not be normalised. -/
def expect (A : Matrix n n ℂ) (x : n → ℂ) : ℝ := (star x ⬝ᵥ A *ᵥ x).re

/-- The squared norm `⟨x|x⟩` of a state. -/
def weight (x : n → ℂ) : ℝ := (star x ⬝ᵥ x).re
```

Q: In these terms, what does the main theorem say?

A: `energy_difference_error` assumes that there is at least one basis state, `[Nonempty n]`, and that `A`, `B` and `F` are Hermitian: these are `hA`, `hB` and `hF`. It concludes that the absolute error in the difference of ground energies is at most `topEnergy F - groundEnergy F`. For `F`, the name `groundEnergy` just means the lowest eigenvalue of the error matrix. Nothing requires `F` to be small, and neither a gap nor a nondegenerate ground state is assumed.

Q: "Common error" sounds generous. My colleague compares two geometries, with basis functions that move with the atoms.

A: Then the theorem need not apply. The same matrix `F` has to be added to both Hamiltonians, in the same space. With moving basis functions, the error is generally represented by two different matrices. Self-consistent methods, in which the effective Hamiltonian depends on its own solution, are not described by this model either. For electronic structure, the result bounds how far a fixed error in a finite Hamiltonian matrix can spoil a difference of exactly diagonalised ground energies.

Q: Fair. How does the proof begin?

A: With the fact that allows division by the squared norm: it is a sum of \(|x_j|^2\), and at least one term is positive when the state is nonzero.

```lean
omit [DecidableEq n] in
/-- A nonzero state has positive squared norm. -/
theorem weight_pos {x : n → ℂ} (hx : x ≠ 0) : 0 < weight x := by
  obtain ⟨i, hi⟩ := Function.ne_iff.mp hx
  have h : weight x = ∑ j, Complex.normSq (x j) := by
    simp [weight, dotProduct, Complex.normSq_apply]
  rw [h]
  exact Finset.sum_pos' (fun j _ => Complex.normSq_nonneg _)
    ⟨i, Finset.mem_univ i, Complex.normSq_pos.mpr hi⟩
```

Next, the eigenvalues that Mathlib's spectral theorem supplies are shown to be levels in the sense defined above, with the corresponding eigenvectors as witnesses.

```lean
/-- Each eigenvalue supplied by the spectral theorem is an energy level. -/
theorem eigenvalue_mem_levels {A : Matrix n n ℂ} (hA : A.IsHermitian) (i : n) :
    hA.eigenvalues i ∈ levels A := by
  refine ⟨(hA.eigenvectorBasis i).ofLp, ?_, ?_⟩
  · intro h0
    exact hA.eigenvectorBasis.orthonormal.ne_zero i (by ext k; exact congrFun h0 k)
  · refine (hA.mulVec_eigenvectorBasis i).trans ?_
    ext k
    simp [Complex.real_smul]
```

Q: Is this where the infimum becomes a true ground energy?

A: In the next theorem. There is at least one level, because there is at least one basis state. There are finitely many, because each level \(\mu\) belongs to the spectrum: if \(\mu\mathbb 1-A\) were invertible, it could not annihilate the nonzero vector \(v\). A nonempty finite set of real numbers contains its infimum and its supremum.

```lean
/-- For a Hermitian matrix the ground energy is the lowest energy level and the top energy
is the highest one. -/
theorem levels_extremal [Nonempty n] {A : Matrix n n ℂ} (hA : A.IsHermitian) :
    IsLeast (levels A) (groundEnergy A) ∧ IsGreatest (levels A) (topEnergy A) := by
  have hne : (levels A).Nonempty := ⟨_, eigenvalue_mem_levels hA (Classical.arbitrary n)⟩
  have hs : (spectrum ℝ A).Finite := by
    rw [hA.spectrum_real_eq_range_eigenvalues]
    exact Set.finite_range _
  -- every level lies in the finite spectrum, since `μ - A` annihilates a nonzero vector
  have hfin : (levels A).Finite := by
    refine hs.subset ?_
    rintro μ ⟨v, hv, h⟩
    rw [spectrum.mem_iff]
    rintro ⟨u, hu⟩
    apply hv
    have hk : (u : Matrix n n ℂ) *ᵥ v = 0 := by
      rw [hu, Matrix.sub_mulVec, h, Algebra.algebraMap_eq_smul_one, Matrix.smul_mulVec,
        Matrix.one_mulVec]
      ext k
      simp
    calc v = ((↑u⁻¹ : Matrix n n ℂ) * (u : Matrix n n ℂ)) *ᵥ v := by
          rw [Units.inv_mul, Matrix.one_mulVec]
      _ = 0 := by rw [← Matrix.mulVec_mulVec, hk, Matrix.mulVec_zero]
  exact ⟨⟨hne.csInf_mem hfin, fun μ h => csInf_le hfin.bddBelow h⟩,
    ⟨hne.csSup_mem hfin, fun μ h => le_csSup hfin.bddAbove h⟩⟩
```

Q: And the constant shift?

A: It follows the calculation above in both directions. The ground state of `A` provides the level \(E_0(A)+c\) of the shifted matrix. Conversely, subtracting \(c\) from any level of the shifted matrix gives a level of `A`, so nothing lies lower.

```lean
/-- Adding a constant `c` to a Hermitian matrix raises its ground energy by `c`. -/
theorem groundEnergy_add_const [Nonempty n] {A : Matrix n n ℂ} (hA : A.IsHermitian) (c : ℝ) :
    groundEnergy (A + (c : ℂ) • (1 : Matrix n n ℂ)) = groundEnergy A + c := by
  obtain ⟨⟨v, hv, h⟩, hlow⟩ := (levels_extremal hA).1
  refine IsLeast.csInf_eq ⟨⟨v, hv, ?_⟩, ?_⟩
  · rw [Matrix.add_mulVec, h, Matrix.smul_mulVec, Matrix.one_mulVec, Complex.ofReal_add,
      add_smul]
  · rintro μ ⟨w, hw, h'⟩
    rw [Matrix.add_mulVec, Matrix.smul_mulVec, Matrix.one_mulVec] at h'
    have hm : μ - c ∈ levels A :=
      ⟨w, hw, by rw [Complex.ofReal_sub, sub_smul, ← h', add_sub_cancel_right]⟩
    have := hlow hm
    linarith
```

A change of sign mirrors the set of levels about zero, so the lowest level of `-A` is minus the highest level of `A`.

```lean
omit [DecidableEq n] in
/-- The ground energy of `-A` is minus the top energy of `A`. -/
theorem groundEnergy_neg (A : Matrix n n ℂ) : groundEnergy (-A) = -topEnergy A := by
  have hset : -levels (-A) = levels A := by
    ext μ
    rw [Set.mem_neg]
    constructor
    · rintro ⟨v, hv, h⟩
      refine ⟨v, hv, ?_⟩
      rw [Matrix.neg_mulVec, Complex.ofReal_neg, neg_smul] at h
      exact neg_injective h
    · rintro ⟨v, hv, h⟩
      exact ⟨v, hv, by rw [Matrix.neg_mulVec, h, Complex.ofReal_neg, neg_smul]⟩
  rw [groundEnergy, Real.sInf_def, hset, topEnergy]
```

Q: You proved the variational principle by expanding in eigenvectors. Does Lean do the same?

A: It takes a slightly different route to the same inequality. It subtracts the ground energy from the matrix `M`, so that all eigenvalues of the shifted matrix are nonnegative. Such a Hermitian matrix is positive semidefinite, hence \(\langle x|M|x\rangle-E_0(M)\langle x|x\rangle\ge 0\). This is the step `key`. Applying it to `-A` yields the upper bound through the sign rule.

```lean
/-- Variational bounds: `⟨x|A|x⟩` lies between the ground energy and the top energy, each
multiplied by `⟨x|x⟩`. -/
theorem variational_bounds [Nonempty n] {A : Matrix n n ℂ} (hA : A.IsHermitian) (x : n → ℂ) :
    groundEnergy A * weight x ≤ expect A x ∧ expect A x ≤ topEnergy A * weight x := by
  have key : ∀ M : Matrix n n ℂ, M.IsHermitian → groundEnergy M * weight x ≤ expect M x := by
    intro M hM
    -- shift the ground energy to zero; the shifted matrix is positive semidefinite
    have hS : (M + ((-groundEnergy M : ℝ) : ℂ) • (1 : Matrix n n ℂ)).IsHermitian :=
      hM.add (by simp [Matrix.IsHermitian, Matrix.conjTranspose_smul])
    have hp := hS.posSemidef_iff_eigenvalues_nonneg.mpr (fun i => by
      have h1 := (levels_extremal hS).1.2 (eigenvalue_mem_levels hS i)
      rw [groundEnergy_add_const hM, add_neg_cancel] at h1
      exact h1)
    have h2 : 0 ≤ expect (M + ((-groundEnergy M : ℝ) : ℂ) • (1 : Matrix n n ℂ)) x :=
      (Complex.le_def.mp (hp.dotProduct_mulVec_nonneg x)).1
    have h3 : expect (M + ((-groundEnergy M : ℝ) : ℂ) • (1 : Matrix n n ℂ)) x
        = expect M x + (-groundEnergy M) * weight x := by
      simp only [expect, weight, Matrix.add_mulVec, Matrix.smul_mulVec, Matrix.one_mulVec,
        dotProduct_add, dotProduct_smul, smul_eq_mul, Complex.add_re, Complex.re_ofReal_mul]
    linarith
  refine ⟨key A hA, ?_⟩
  have h := key (-A) hA.neg
  have hn : expect (-A) x = -expect A x := by
    simp only [expect, Matrix.neg_mulVec, dotProduct_neg, Complex.neg_re]
  rw [groundEnergy_neg, hn] at h
  linarith
```

Q: Where do the two trial states enter?

A: In the bounds on a single shift. The auxiliary statement `hadd` splits the expectation value of \(A+F\) into two terms, and `heig` evaluates the expectation value of any matrix on one of its eigenvectors. The first half uses the ground state of `A + F`, the second that of `A`, as in the derivation. Because the vectors are unnormalised, both inequalities carry a factor `weight v`, which `le_of_mul_le_mul_right` cancels using its positivity.

```lean
/-- An error `F` in the Hamiltonian shifts the ground energy by at least the lowest and at
most the highest eigenvalue of `F`. -/
theorem groundEnergy_add_bounds [Nonempty n] {A F : Matrix n n ℂ}
    (hA : A.IsHermitian) (hF : F.IsHermitian) :
    groundEnergy A + groundEnergy F ≤ groundEnergy (A + F) ∧
      groundEnergy (A + F) ≤ groundEnergy A + topEnergy F := by
  have hadd : ∀ x, expect (A + F) x = expect A x + expect F x := fun x => by
    simp only [expect, Matrix.add_mulVec, dotProduct_add, Complex.add_re]
  have heig : ∀ (M : Matrix n n ℂ) (v : n → ℂ) (μ : ℝ), M *ᵥ v = (μ : ℂ) • v →
      expect M v = μ * weight v := fun M v μ h => by
    simp only [expect, weight, h, dotProduct_smul, smul_eq_mul, Complex.re_ofReal_mul]
  constructor
  · -- trial state: the ground state of `A + F`
    obtain ⟨v, hv, h⟩ := (levels_extremal (hA.add hF)).1.1
    refine le_of_mul_le_mul_right ?_ (weight_pos hv)
    rw [← heig _ v _ h, hadd, add_mul]
    exact add_le_add (variational_bounds hA v).1 (variational_bounds hF v).1
  · -- trial state: the ground state of `A`
    obtain ⟨v, hv, h⟩ := (levels_extremal hA).1.1
    refine le_of_mul_le_mul_right ?_ (weight_pos hv)
    have h1 := (variational_bounds (hA.add hF) v).1
    have h2 := (variational_bounds hF v).2
    rw [hadd, heig _ v _ h] at h1
    rw [add_mul]
    linarith
```

Q: So the theorem I care about is only a subtraction?

A: Yes. The four inequalities for `A` and `B` are collected, `abs_le` splits the absolute value into a lower and an upper bound, and `linarith` combines the inequalities for each.

```lean
/-- A common Hamiltonian error `F` changes the difference of two ground energies by at most
the largest minus the smallest eigenvalue of `F`. -/
theorem energy_difference_error [Nonempty n] {A B F : Matrix n n ℂ}
    (hA : A.IsHermitian) (hB : B.IsHermitian) (hF : F.IsHermitian) :
    |(groundEnergy (A + F) - groundEnergy (B + F)) - (groundEnergy A - groundEnergy B)|
      ≤ topEnergy F - groundEnergy F := by
  obtain ⟨a1, a2⟩ := groundEnergy_add_bounds hA hF
  obtain ⟨b1, b2⟩ := groundEnergy_add_bounds hB hF
  rw [abs_le]
  constructor <;> linarith
```

Q: I would also like the claim about the zero of energy to be a theorem, and not a reading of the bound.

A: It is a separate equality. The constant is regrouped so that it is added to `A + F` and to `B + F`, the shift rule is applied to each, and the two copies of `c` cancel.

```lean
/-- A constant `c` added to the common error `F` leaves the difference of the two ground
energies unchanged. -/
theorem constant_error_cancels [Nonempty n] {A B F : Matrix n n ℂ}
    (hA : A.IsHermitian) (hB : B.IsHermitian) (hF : F.IsHermitian) (c : ℝ) :
    groundEnergy (A + (F + (c : ℂ) • (1 : Matrix n n ℂ)))
        - groundEnergy (B + (F + (c : ℂ) • (1 : Matrix n n ℂ)))
      = groundEnergy (A + F) - groundEnergy (B + F) := by
  rw [← add_assoc, ← add_assoc, groundEnergy_add_const (hA.add hF),
    groundEnergy_add_const (hB.add hF)]
  ring
```

Q: My last doubt is about the size of the bound. If the errors are shared, shouldn't the true loss always be smaller than the full spread?

A: Not for every pair of Hermitian matrices. Take \(A=-F\) and \(B=0\), a pair chosen to test the bound and not to model a molecule. Then

\[
d_A=E_0(0)-E_0(-F)=E_{\max}(F),\qquad d_B=E_0(F)-E_0(0)=E_0(F),
\]

and the error in the difference is exactly \(E_{\max}(F)-E_0(F)\). If \(F\) has eigenvalues of both signs, the two individual errors have opposite signs here, and subtraction makes matters worse than either error alone. Sharing an error therefore doesn't guarantee a gain beyond the removal of its constant part. For your two field strengths the loss may well be much smaller, but showing that takes information about \(A\) and \(B\), which this bound doesn't use. The change in the field term is one such piece of information: by the same shift bounds, \(E_0(A+F)-E_0(B+F)\) and \(E_0(A)-E_0(B)\) both lie between the lowest and highest eigenvalues of \(A-B\), so the error is also at most the eigenvalue spread of \(A-B\).

The Lean proof first finds that the zero matrix has ground energy zero, then applies the sign rule to `-F`. The absolute value opens because the lowest eigenvalue of `F` does not exceed the highest.

```lean
/-- For every Hermitian error `F`, the pair `A = -F`, `B = 0` has an error in the energy
difference equal to the largest minus the smallest eigenvalue of `F`. -/
theorem energy_difference_error_sharp [Nonempty n] {F : Matrix n n ℂ} (hF : F.IsHermitian) :
    |(groundEnergy (-F + F) - groundEnergy (0 + F))
        - (groundEnergy (-F) - groundEnergy (0 : Matrix n n ℂ))|
      = topEnergy F - groundEnergy F := by
  have h0 : groundEnergy (0 : Matrix n n ℂ) = 0 := by
    obtain ⟨v, hv, h⟩ := (levels_extremal (Matrix.isHermitian_zero (n := n) (α := ℂ))).1.1
    rw [Matrix.zero_mulVec] at h
    exact Complex.ofReal_eq_zero.mp ((smul_eq_zero.mp h.symm).resolve_right hv)
  have hle : groundEnergy F ≤ topEnergy F :=
    (levels_extremal hF).1.2 (levels_extremal hF).2.1
  rw [neg_add_cancel, zero_add, h0, groundEnergy_neg, abs_of_nonneg (by linarith)]
  ring

end

end CommonErrorCancellation
```

```lean
#print axioms CommonErrorCancellation.energy_difference_error
#print axioms CommonErrorCancellation.constant_error_cancels
#print axioms CommonErrorCancellation.energy_difference_error_sharp
```

```
'CommonErrorCancellation.energy_difference_error' depends on axioms: [propext, Classical.choice, Quot.sound]
'CommonErrorCancellation.constant_error_cancels' depends on axioms: [propext, Classical.choice, Quot.sound]
'CommonErrorCancellation.energy_difference_error_sharp' depends on axioms: [propext, Classical.choice, Quot.sound]
```
